# Talman's minimax principle for finite Dirac matrices with electronic levels above the small-component block

Minimise the energy of a Dirac matrix over all normalised trial vectors, and the search ends at the bottom of the negative-energy states instead of at an electronic level. Fixing a nonzero large component does not cure this by itself: with a poorly chosen small component, the energy can still lie below the lowest electronic level.

Write a vector as $(x,y)$, with large component $x$ and small component $y$, and the Hermitian matrix as
$$H=\begin{pmatrix}A&B\\B^*&D\end{pmatrix}.$$
Let $m$ be the number of small components, that is, of entries of $y$, and $\mu$ the $(m+1)$-th smallest eigenvalue. If a real number $a$ satisfies $D\le a<\mu$, where $D\le a$ means $y^*Dy\le a\,y^*y$ for all $y$, then maximising the normalised energy $v^*Hv/v^*v$ of $v=(x,y)$ over $y$ and afterwards minimising over $x\neq0$ gives exactly $\mu$.

In atomic units with the rest energy subtracted, $D$ represents $V-2c^2$, where $V$ is the potential and $c$ the speed of light. For $V\le0$ one may take $a=-2c^2$. The condition $a<\mu$ then says that the lowest electronic level $\mu$ has not sunk into the negative-energy region.

## Vectors, energies and maxima

```lean
import Mathlib

open Matrix

namespace TalmanMinimax

noncomputable section

variable {ι n m : Type*} [Fintype ι] [Fintype n] [Fintype m]
  {A : Matrix n n ℂ} {B : Matrix n m ℂ} {D : Matrix m m ℂ} {a μ : ℝ}
```

The types `n` and `m` label the large and small basis functions, and `Fintype` makes both sets finite. The number $m$ of small components is `Fintype.card m` in Lean. The blocks are complex matrices; `a` and `μ` are real.

```lean
/-- The block matrix with large block `A`, small block `D` and coupling `B`. -/
local notation "ℋ" => fromBlocks A B Bᴴ D

/-- The energy form `v* M v` (its real part). -/
def energy (M : Matrix ι ι ℂ) (v : ι → ℂ) : ℝ := (star v ⬝ᵥ M *ᵥ v).re
```

`ℋ` abbreviates $H$. The symbol `*ᵥ` applies a matrix to a vector, `⬝ᵥ` is the dot product without conjugation, and `star` conjugates. So `energy M v` is $\operatorname{Re}(v^*Mv)$, which for Hermitian $M$ is $v^*Mv$ itself.

```lean
/-- The squared norm `v* v`. -/
def weight (v : ι → ℂ) : ℝ := (star v ⬝ᵥ v).re
```

This is $v^*v$. The basis is therefore orthonormal: there is no overlap matrix.

```lean
/-- The Rayleigh quotient of a nonzero vector `v`. -/
def rayleigh (M : Matrix ι ι ℂ) (v : ι → ℂ) : ℝ := energy M v / weight v
```

The Rayleigh quotient is $R(v)=v^*Mv/v^*v$, the energy of the normalised vector.

```lean
/-- `E` is the maximum of the Rayleigh quotient of `(x, y)` over the small components `y`,
for a fixed nonzero large component `x`. -/
abbrev IsSmallMax (M : Matrix (n ⊕ m) (n ⊕ m) ℂ) (x : n → ℂ) (E : ℝ) : Prop :=
  IsGreatest (Set.range fun y : m → ℂ => rayleigh M (Sum.elim x y)) E
```

`Sum.elim x y` stacks $x$ and $y$ into one vector. `IsGreatest` says that $E$ is one of the values $R(x,y)$ and that none is larger, so it means an attained maximum, not just a supremum.

```lean
/-- The trial vectors `(t x, y)` built on a fixed large component `x`. -/
def trial (x : n → ℂ) : (ℂ × (m → ℂ)) →ₗ[ℂ] (n ⊕ m → ℂ) where
  toFun p := Sum.elim (p.1 • x) p.2
  map_add' p q := by ext (i | i) <;> simp [add_mul]
  map_smul' c p := by ext (i | i) <;> simp [mul_assoc]
```

For fixed $x$, this linear map sends a number $t$ and a small component $y$ to $(tx,y)$. Its domain has dimension $m+1$. The two further fields verify linearity.

## Elementary properties

```lean
/-- A nonzero vector has positive squared norm. -/
lemma weight_pos {v : ι → ℂ} (hv : v ≠ 0) : 0 < weight v := by
  have e : weight v = ∑ i, Complex.normSq (v i) := by
    simp [weight, dotProduct, Complex.normSq_apply]
  obtain ⟨i, hi⟩ := Function.ne_iff.1 hv
  rw [e]
  exact Finset.sum_pos' (fun _ _ => Complex.normSq_nonneg _)
    ⟨i, Finset.mem_univ i, Complex.normSq_pos.2 hi⟩
```

Here $v^*v=\sum_i|v_i|^2$, and a nonzero vector has at least one positive term.

```lean
/-- The Rayleigh quotient does not change when the vector is multiplied by a nonzero number. -/
lemma rayleigh_smul (M : Matrix ι ι ℂ) {c : ℂ} (hc : c ≠ 0) (v : ι → ℂ) :
    rayleigh M (c • v) = rayleigh M v := by
  have h : ∀ z : ℂ, (c * (star c * z)).re = Complex.normSq c * z.re := by
    intro z
    simp [Complex.normSq_apply]
    ring
  simp only [rayleigh, energy, weight, star_smul, mulVec_smul, smul_dotProduct,
    dotProduct_smul, smul_eq_mul, h]
  exact mul_div_mul_left _ _ (Complex.normSq_pos.2 hc).ne'
```

Replacing $v$ by $cv$ multiplies numerator and denominator by $|c|^2$, which cancels.

```lean
omit [Fintype n] [Fintype m] in
/-- For `x ≠ 0`, a nonzero pair `(t, y)` gives a nonzero trial vector `(t x, y)`. -/
lemma trial_ne {x : n → ℂ} (hx : x ≠ 0) {p : ℂ × (m → ℂ)} (hp : p ≠ 0) : trial x p ≠ 0 := by
  intro h
  have h1 : p.1 • x = 0 := funext fun i => congrFun h (Sum.inl i)
  have h2 : p.2 = 0 := funext fun i => congrFun h (Sum.inr i)
  exact hp (Prod.ext ((smul_eq_zero.1 h1).resolve_right hx) h2)
```

If $(tx,y)=0$, then $y=0$ and $tx=0$. Since $x\ne0$, also $t=0$.

```lean
/-- The energy of a vector without large component is that of the small block `D`. -/
lemma small_energy (y : m → ℂ) : energy ℋ (Sum.elim (0 : n → ℂ) y) = energy D y := by
  simp [energy, fromBlocks_mulVec, dotProduct, Fintype.sum_sum_type]
```

Without a large component, only the small block contributes: $(0,y)^*H(0,y)=y^*Dy$.

```lean
/-- The squared norm of a vector without large component is that of its small component. -/
lemma small_weight (y : m → ℂ) : weight (Sum.elim (0 : n → ℂ) y) = weight y := by
  simp [weight, dotProduct, Fintype.sum_sum_type]
```

Likewise, the squared norm of $(0,y)$ is $y^*y$.

```lean
/-- If `M` is Hermitian and `M u = e u` with `e` real, then `u* M w = e u* w` for every `w`. -/
lemma left_eigen {M : Matrix ι ι ℂ} (hM : M.IsHermitian) {u : ι → ℂ} {e : ℝ}
    (hu : M *ᵥ u = (e : ℂ) • u) (w : ι → ℂ) : star u ⬝ᵥ M *ᵥ w = e * (star u ⬝ᵥ w) := by
  have hs : star (e : ℂ) = e := Complex.conj_ofReal e
  have h := Matrix.star_mulVec M u
  rw [hu, hM.eq, star_smul, hs] at h
  rw [Matrix.dotProduct_mulVec, ← h, smul_dotProduct, smul_eq_mul]
```

If $Mu=eu$ with $e$ real and $M$ Hermitian, then $u^*Mw=(Mu)^*w=e\,u^*w$ for every $w$.

## The maximum over small components

```lean
/-- If `D ≤ a`, a nonzero trial vector `(t x, y)` with Rayleigh quotient above `a` can be
replaced by some `(x, y')` with the same quotient. -/
theorem exists_rescaled (hD : ∀ y, energy D y ≤ a * weight y) {x : n → ℂ}
    {p : ℂ × (m → ℂ)} (hp : trial x p ≠ 0) (h : a < rayleigh ℋ (trial x p)) :
    ∃ y, rayleigh ℋ (Sum.elim x y) = rayleigh ℋ (trial x p) := by
  have ht : p.1 ≠ 0 := by
    intro h0
    have e : trial x p = Sum.elim (0 : n → ℂ) p.2 := by
      change Sum.elim (p.1 • x) p.2 = _
      rw [h0, zero_smul]
    rw [rayleigh, lt_div_iff₀ (weight_pos hp), e, small_energy, small_weight] at h
    exact not_lt_of_ge (hD _) h
  have e : trial x (p.1⁻¹ • p) = Sum.elim x (p.1⁻¹ • p.2) := by
    change Sum.elim ((p.1⁻¹ * p.1) • x) (p.1⁻¹ • p.2) = _
    rw [inv_mul_cancel₀ ht, one_smul]
  exact ⟨p.1⁻¹ • p.2, by rw [← e, map_smul, rayleigh_smul _ (inv_ne_zero ht)]⟩
```

The hypothesis `hD` is $D\le a$, written as $y^*Dy\le a\,y^*y$ for all $y$. Suppose $R(tx,y)>a$. If $t$ were zero, the quotient would be that of $(0,y)$, hence at most $a$, a contradiction. So $t\neq0$, and dividing by $t$ gives $(x,y/t)$ with the same quotient. In Lean, `ht` is the contradiction and the last line is the rescaling.

The trap is to divide by $t$ without this check. Take one large and one small component, $A=B=0$ and $D=1$. The vector $(0,1)$ has quotient $1$, but $|y|^2/(|x|^2+|y|^2)<1$ whenever $x\ne0$. The supremum over $y$ is $1$ and is never reached.

```lean
/-- If `D ≤ a` and some `(x, y)` with `x ≠ 0` has Rayleigh quotient above `a`, then the quotient
attains its maximum over the small components. -/
theorem exists_maximum (hD : ∀ y, energy D y ≤ a * weight y) {x : n → ℂ} (hx : x ≠ 0)
    {y₁ : m → ℂ} (h : a < rayleigh ℋ (Sum.elim x y₁)) : ∃ E, IsSmallMax ℋ x E := by
  -- every `(x, y)` can be scaled to the unit sphere of pairs `(t, y)`
  have hsc : ∀ y : m → ℂ, ∃ q ∈ Metric.sphere (0 : ℂ × (m → ℂ)) 1,
      rayleigh ℋ (trial x q) = rayleigh ℋ (Sum.elim x y) := by
    intro y
    have hn : ‖((1 : ℂ), y)‖ ≠ 0 :=
      norm_ne_zero_iff.2 fun h => one_ne_zero (congrArg Prod.fst h)
    have e : trial x (1, y) = Sum.elim x y := by
      change Sum.elim ((1 : ℂ) • x) y = _
      rw [one_smul]
    refine ⟨((‖((1 : ℂ), y)‖ : ℂ)⁻¹) • (1, y), ?_, ?_⟩
    · rw [mem_sphere_zero_iff_norm, norm_smul, norm_inv, Complex.norm_real, norm_norm,
        inv_mul_cancel₀ hn]
    · rw [map_smul, rayleigh_smul _ (inv_ne_zero (Complex.ofReal_ne_zero.2 hn)), e]
  have hs0 : ∀ p ∈ Metric.sphere (0 : ℂ × (m → ℂ)) 1, trial x p ≠ 0 := by
    refine fun p hp => trial_ne hx ?_
    rintro rfl
    simp at hp
  have hct := (trial (m := m) x).continuous_of_finiteDimensional
  have hce : Continuous (energy ℋ) := by
    unfold energy
    simp only [dotProduct, mulVec, Pi.star_apply]
    fun_prop
  have hcw : Continuous (weight : (n ⊕ m → ℂ) → ℝ) := by
    unfold weight
    simp only [dotProduct, Pi.star_apply]
    fun_prop
  obtain ⟨q₁, hq₁, -⟩ := hsc y₁
  obtain ⟨p, hp, hmax⟩ := (isCompact_sphere (0 : ℂ × (m → ℂ)) 1).exists_isMaxOn ⟨q₁, hq₁⟩
    (f := fun p => rayleigh ℋ (trial x p)) ((hce.comp hct).continuousOn.div
      (hcw.comp hct).continuousOn fun p hp => (weight_pos (hs0 p hp)).ne')
  have hub : ∀ y, rayleigh ℋ (Sum.elim x y) ≤ rayleigh ℋ (trial x p) := by
    intro y
    obtain ⟨q, hq, he⟩ := hsc y
    rw [← he]
    exact hmax hq
  refine ⟨_, exists_rescaled hD (hs0 p hp) (h.trans_le (hub y₁)), ?_⟩
  rintro _ ⟨y, rfl⟩
  exact hub y
```

As soon as there is a small basis function, $y$ ranges over an unbounded space, so a maximum needs an argument.

1. Each $(x,y)$ comes from the pair $(1,y)$, which can be scaled to norm one without changing the quotient (`hsc`).
2. The unit sphere of pairs $(t,y)$ is compact, and the quotient is continuous there because its denominator never vanishes. It has a maximum at some pair $p$.
3. This maximum is at least $R(x,y_1)>a$, so the preceding theorem turns $p$ into an actual $(x,y)$ with the same quotient.

## Bounds from the spectrum

```lean
/-- For Hermitian `M`, a vector orthogonal to all members of the eigenbasis with eigenvalue
below `μ` has energy at least `μ` times its squared norm. -/
theorem energy_ge_of_orthogonal [DecidableEq ι] {M : Matrix ι ι ℂ} (hM : M.IsHermitian)
    {v : ι → ℂ} (h : ∀ i, hM.eigenvalues i < μ →
      star (hM.eigenvectorBasis i).ofLp ⬝ᵥ v = 0) : μ * weight v ≤ energy M v := by
  have hu : ∀ i, M *ᵥ (hM.eigenvectorBasis i).ofLp =
      ((hM.eigenvalues i : ℝ) : ℂ) • (hM.eigenvectorBasis i).ofLp := by
    intro i
    rw [hM.mulVec_eigenvectorBasis i]
    ext j
    simp
  -- Parseval's identity in the eigenbasis
  have par : ∀ w, star v ⬝ᵥ w = ∑ i, star (star (hM.eigenvectorBasis i).ofLp ⬝ᵥ v) *
      (star (hM.eigenvectorBasis i).ofLp ⬝ᵥ w) := by
    intro w
    have hp := hM.eigenvectorBasis.sum_inner_mul_inner (WithLp.toLp 2 v) (WithLp.toLp 2 w)
    simp only [EuclideanSpace.inner_eq_star_dotProduct] at hp
    rw [dotProduct_comm]
    refine hp.symm.trans (Finset.sum_congr rfl fun i _ => ?_)
    rw [← Matrix.star_dotProduct, dotProduct_comm (star v),
      dotProduct_comm (star (hM.eigenvectorBasis i).ofLp) w]
  rw [weight, energy, par v, par (M *ᵥ v), Complex.re_sum, Complex.re_sum, Finset.mul_sum]
  refine Finset.sum_le_sum fun i _ => ?_
  rw [left_eigen hM (hu i)]
  by_cases hi : hM.eigenvalues i < μ
  · simp [h i hi]
  · have hc := mul_le_mul_of_nonneg_right (not_lt.1 hi)
      (Complex.normSq_nonneg (star (hM.eigenvectorBasis i).ofLp ⬝ᵥ v))
    rw [Complex.normSq_apply] at hc
    simp only [Complex.star_def, Complex.mul_re, Complex.mul_im, Complex.conj_re,
      Complex.conj_im, Complex.ofReal_re, Complex.ofReal_im]
    linarith
```

Let $u_i$ be the orthonormal eigenvectors, $\lambda_i$ their eigenvalues and $c_i=u_i^*v$. Parseval's identity (`par`) gives
$$v^*Mv-\mu\,v^*v=\sum_i(\lambda_i-\mu)|c_i|^2.$$
Terms with $\lambda_i<\mu$ vanish by hypothesis, and the others are nonnegative. The command `by_cases` makes this distinction term by term.

```lean
/-- If `D ≤ a < μ` and `v` is an eigenvector of the Hermitian block matrix at `μ`, then its large
component is nonzero, and there the maximum over small components is `μ`. -/
theorem eigenvector_saddle (hH : (ℋ).IsHermitian) (hD : ∀ y, energy D y ≤ a * weight y)
    (ha : a < μ) {v : n ⊕ m → ℂ} (hv : v ≠ 0) (he : ℋ *ᵥ v = (μ : ℂ) • v) :
    v ∘ Sum.inl ≠ 0 ∧ IsSmallMax ℋ (v ∘ Sum.inl) μ := by
  have hev : energy ℋ v = μ * weight v := by
    rw [energy, he, dotProduct_smul, smul_eq_mul, Complex.re_ofReal_mul, weight]
  have hx : v ∘ Sum.inl ≠ 0 := by
    intro h0
    have e : v = Sum.elim (0 : n → ℂ) (v ∘ Sum.inr) := by
      rw [← h0, Sum.elim_comp_inl_inr]
    have hw := weight_pos hv
    rw [e, small_weight] at hw
    rw [e, small_energy, small_weight] at hev
    nlinarith [hD (v ∘ Sum.inr), mul_pos (sub_pos.2 ha) hw]
  refine ⟨hx, ⟨v ∘ Sum.inr, ?_⟩, ?_⟩
  · change rayleigh ℋ (Sum.elim (v ∘ Sum.inl) (v ∘ Sum.inr)) = μ
    rw [Sum.elim_comp_inl_inr, rayleigh, hev, mul_div_cancel_right₀ _ (weight_pos hv).ne']
  rintro _ ⟨y, rfl⟩
  have hne : Sum.elim (v ∘ Sum.inl) y ≠ 0 :=
    fun h => hx (funext fun i => congrFun h (Sum.inl i))
  have hsplit : Sum.elim (v ∘ Sum.inl) y = v + Sum.elim (0 : n → ℂ) (y - v ∘ Sum.inr) := by
    ext (i | i) <;> simp
  -- relative to `μ`, only the energy of the change in the small component remains
  have hshift : energy ℋ (Sum.elim (v ∘ Sum.inl) y) - μ * weight (Sum.elim (v ∘ Sum.inl) y) =
      energy D (y - v ∘ Sum.inr) - μ * weight (y - v ∘ Sum.inr) := by
    rw [← small_energy (A := A) (B := B) (D := D) (y - v ∘ Sum.inr),
      ← small_weight (n := n) (y - v ∘ Sum.inr), hsplit]
    simp only [energy, weight, star_add, mulVec_add, he, add_dotProduct, dotProduct_add,
      dotProduct_smul, left_eigen hH he, smul_eq_mul, Complex.add_re, Complex.re_ofReal_mul]
    ring
  have hw : 0 ≤ weight (y - v ∘ Sum.inr) := by
    rcases eq_or_ne (y - v ∘ Sum.inr) 0 with h | h
    · simp [h, weight]
    · exact (weight_pos h).le
  change rayleigh ℋ _ ≤ μ
  rw [rayleigh, div_le_iff₀ (weight_pos hne)]
  nlinarith [hD (y - v ∘ Sum.inr), mul_nonneg (sub_nonneg.2 ha.le) hw]
```

Let $v=(x,y_0)$ be an eigenvector at $\mu$. If $x=0$, then $y_0^*Dy_0=\mu\,y_0^*y_0>a\,y_0^*y_0$, contradicting $D\le a$. So $x\ne0$.

Now change $y_0$ to $y=y_0+z$. Since $(H-\mu)v=0$ and $v^*(H-\mu)=0$, the cross terms disappear:
$$(x,y)^*(H-\mu)(x,y)=z^*(D-\mu)z\le(a-\mu)\,z^*z\le0.$$
Hence $R(x,y)\le\mu$, with equality at $y=y_0$. The displayed equality is `hshift`; `nlinarith` supplies the final inequality.

## The minimum of the maxima

```lean
/-- **Talman minimax principle.** Let the block matrix be Hermitian with `D ≤ a`, and let an
eigenvalue above `a` have at most `m` eigenvalues below it, counted with multiplicity, where `m`
is the number of small components (so it is for the `(m+1)`-th smallest). Then for each `x ≠ 0`
the Rayleigh quotient of `(x, y)` has a maximum over `y`, and the minimum of these maxima over
`x ≠ 0` is that eigenvalue. -/
theorem talman_minimax [DecidableEq n] [DecidableEq m] (hH : (ℋ).IsHermitian)
    (hD : ∀ y, energy D y ≤ a * weight y) (j : n ⊕ m)
    (hj : Fintype.card {i // hH.eigenvalues i < hH.eigenvalues j} ≤ Fintype.card m)
    (ha : a < hH.eigenvalues j) :
    (∀ x : n → ℂ, x ≠ 0 → ∃ E, IsSmallMax ℋ x E) ∧
      IsLeast {E | ∃ x : n → ℂ, x ≠ 0 ∧ IsSmallMax ℋ x E} (hH.eigenvalues j) := by
  have low : ∀ x : n → ℂ, x ≠ 0 →
      ∃ y, hH.eigenvalues j ≤ rayleigh ℋ (Sum.elim x y) := by
    intro x hx
    -- at most `m` orthogonality conditions on an `(m + 1)`-dimensional trial space
    let L := (Matrix.of fun i : {i // hH.eigenvalues i < hH.eigenvalues j} =>
      star (hH.eigenvectorBasis i.1).ofLp).mulVecLin ∘ₗ trial (m := m) x
    have hdim : Module.finrank ℂ ({i // hH.eigenvalues i < hH.eigenvalues j} → ℂ) <
        Module.finrank ℂ (ℂ × (m → ℂ)) := by
      rw [Module.finrank_prod, Module.finrank_self, Module.finrank_fintype_fun_eq_card,
        Module.finrank_fintype_fun_eq_card]
      omega
    obtain ⟨p, hpL, hp⟩ := Submodule.exists_mem_ne_zero_of_ne_bot
      (LinearMap.ker_ne_bot_of_finrank_lt (f := L) hdim)
    have hge : hH.eigenvalues j ≤ rayleigh ℋ (trial x p) := by
      rw [rayleigh, le_div_iff₀ (weight_pos (trial_ne hx hp))]
      exact energy_ge_of_orthogonal hH fun i hi =>
        congrFun (LinearMap.mem_ker.1 hpL) ⟨i, hi⟩
    obtain ⟨y, hy⟩ := exists_rescaled hD (trial_ne hx hp) (ha.trans_le hge)
    exact ⟨y, hge.trans_eq hy.symm⟩
  refine ⟨fun x hx => ?_, ⟨_, eigenvector_saddle (v := (hH.eigenvectorBasis j).ofLp)
    hH hD ha ?_ ?_⟩, ?_⟩
  · obtain ⟨y, hy⟩ := low x hx
    exact exists_maximum hD hx (ha.trans_le hy)
  · exact fun h0 => hH.eigenvectorBasis.orthonormal.ne_zero j (WithLp.ofLp_injective 2 h0)
  · rw [hH.mulVec_eigenvectorBasis j]
    ext i
    simp
  · rintro E ⟨x, hx, hE⟩
    obtain ⟨y, hy⟩ := low x hx
    exact hy.trans (hE.2 ⟨y, rfl⟩)

end

end TalmanMinimax
```

```lean
#print axioms TalmanMinimax.talman_minimax
```

```
'TalmanMinimax.talman_minimax' depends on axioms: [propext, Classical.choice, Quot.sound]
```

The label `j` picks an eigenvalue $\mu=\lambda_j$. Hypothesis `hj` says that at most $m$ eigenvalues, counted with multiplicity, lie strictly below it, as holds for the $(m+1)$-th smallest; `ha` says $\mu>a$. The conclusion has two parts: every $x\ne0$ has a maximum over $y$, and $\mu$ is the least of these maxima (`IsLeast`), attained by some $x$.

Fix $x\ne0$. Requiring $(tx,y)$ to be orthogonal to every eigenvector below $\mu$ imposes at most $m$ linear equations on $m+1$ unknowns, so a nonzero solution exists. Its quotient is at least $\mu>a$, and rescaling gives some $(x,y')$ with $R(x,y')\ge\mu$. This is `low`. It guarantees that the maximum exists and shows that it is at least $\mu$. The large component of the eigenvector `j` has maximum exactly $\mu$, so the bound is reached.

In a calculation with normalised $x$, the inner maximum is the largest eigenvalue of the $(m+1)\times(m+1)$ matrix
$$\begin{pmatrix}x^*Ax&x^*B\\B^*x&D\end{pmatrix}.$$
A program that diagonalises all of $H$ reaches the same $\mu$ by skipping the lowest $m$ eigenvalues.

For relativistic density functional theory, the theorem characterises the lowest electronic orbital energy of a Dirac–Kohn–Sham matrix at fixed potential in a finite orthonormal basis, provided that $D\le a<\mu$ for some $a$. It does not address self-consistency, convergence with basis size, or the unbounded Dirac operator to which Talman's name is usually attached.
